# The Mean Energy of a Normalised State Minimises the Residual of a Symmetric Hamiltonian

An iterative eigensolver has produced a normalised approximate state x of a Hamiltonian T. If x were an eigenvector with eigenvalue m, the residual Tx − m x would vanish. For an approximate state it generally does not, and two questions arise: which number m makes the residual smallest, and what does the remaining length measure? The answers are the mean energy and the energy spread of x.

## Completing the square in the trial value

Let ⟨·,·⟩ be linear in its second argument, and let T be symmetric: ⟨Tx,y⟩ = ⟨x,Ty⟩ for all x and y. The conjugate of ⟨x,Tx⟩ is ⟨Tx,x⟩, which equals ⟨x,Tx⟩ by symmetry, so this number is real. Call it R; for ‖x‖ = 1 it is the mean energy. Symmetry also gives ⟨x,T(Tx)⟩ = ⟨Tx,Tx⟩ = ‖Tx‖², so the energy variance of a normalised x is

Var = ⟨x,T(Tx)⟩ − R² = ‖Tx‖² − R².

Now take ‖x‖ = 1 and any complex m. Since ⟨Tx, m x⟩ = m R,

‖Tx − m x‖² = ‖Tx‖² − 2R Re m + |m|².

Because |m − R|² = |m|² − 2R Re m + R², this becomes

‖Tx − m x‖² = Var + |m − R|².

At m = R the squared residual is Var, which is therefore nonnegative; any other m gives a strictly larger value. If Var = 0, then Tx = R x, and x is an eigenvector. Conversely, if Tx = μ x, the left side vanishes at m = μ, so both nonnegative terms on the right vanish: Var = 0 and μ = R.

For a superposition x = a u + b v of orthonormal eigenvectors with real energies E₁ and E₂, write p = |a|² and q = |b|², with p + q = 1. The first and second moments are pE₁ + qE₂ and pE₁² + qE₂², hence

Var = pE₁² + qE₂² − (pE₁ + qE₂)²
= p(1 − p)E₁² + q(1 − q)E₂² − 2pq E₁E₂
= pq(E₁ − E₂)².

## States, energy and variance in Lean

The state space `V` is any complex inner-product space, of finite or infinite dimension, and need not be complete.

```lean
import Mathlib

open scoped InnerProductSpace

namespace ResidualAndVariance

noncomputable section

variable {V : Type*} [NormedAddCommGroup V] [InnerProductSpace ℂ V]
```

The Hamiltonian is a linear map defined on all of `V` and taking values in `V`. An unbounded Hamiltonian fits only if `V` is a domain that it maps into itself. The energy is defined as a real part, without division by ‖x‖², so it is the mean energy when `x` is normalised.

```lean
/-- The energy of the state `x`: the real part of the expectation value `⟨x, T x⟩`. -/
def energy (T : V →ₗ[ℂ] V) (x : V) : ℝ := (⟪x, T x⟫_ℂ).re
```

The variance is defined through the expectation value of T², not as a residual; its link to the residual has to be proved. Like the energy, it has its physical meaning when `x` is normalised; for other vectors the defined quantity can even be negative.

```lean
/-- The energy variance of the state `x`: the real part of the expectation value of `T²`, minus the
square of the energy. -/
def variance (T : V →ₗ[ℂ] V) (x : V) : ℝ := (⟪x, T (T x)⟫_ℂ).re - energy T x ^ 2
```

## What symmetry contributes

The hypothesis `T.IsSymmetric` is the relation ⟨Tx,y⟩ = ⟨x,Ty⟩. The first lemma shows that the expectation value equals its own conjugate, so taking the real part loses nothing.

```lean
/-- The expectation value of a symmetric operator is real and equals the energy. -/
theorem inner_eq_energy {T : V →ₗ[ℂ] V} (hT : T.IsSymmetric) (x : V) :
    ⟪x, T x⟫_ℂ = (energy T x : ℂ) := by
  have h : (starRingEnd ℂ) ⟪x, T x⟫_ℂ = ⟪x, T x⟫_ℂ := by
    rw [inner_conj_symm]
    exact hT x x
  exact (Complex.conj_eq_iff_re.mp h).symm
```

The second moves one factor of T across the inner product.

```lean
/-- For a symmetric operator the real part of the expectation value of `T²` is the squared norm of
`T x`. -/
theorem second_moment {T : V →ₗ[ℂ] V} (hT : T.IsSymmetric) (x : V) :
    (⟪x, T (T x)⟫_ℂ).re = ‖T x‖ ^ 2 := by
  rw [← hT x (T x)]
  exact inner_self_eq_norm_sq (𝕜 := ℂ) (T x)
```

## The residual identity and its minimum

The main theorem holds for every complex `m`. In its proof, `h` expands the squared norm, `h2` evaluates the cross term, and `h3` and `h4` write the moduli in real and imaginary parts. The final `ring` completes the square.

```lean
/-- For a symmetric operator, the squared residual of a normalised state at a trial value `m` is the
energy variance plus the squared distance of `m` from the energy. -/
theorem residual_sq {T : V →ₗ[ℂ] V} (hT : T.IsSymmetric) {x : V} (hx : ‖x‖ = 1) (m : ℂ) :
    ‖T x - m • x‖ ^ 2 = variance T x + ‖m - (energy T x : ℂ)‖ ^ 2 := by
  have h := norm_sub_sq (𝕜 := ℂ) (T x) (m • x)
  -- the cross term contains only the energy, because the expectation value is real
  have h2 : RCLike.re ⟪T x, m • x⟫_ℂ = m.re * energy T x := by
    rw [inner_smul_right, hT x x, inner_eq_energy hT]
    simp
  have h3 : ‖m - (energy T x : ℂ)‖ ^ 2 = (m.re - energy T x) ^ 2 + m.im ^ 2 := by
    rw [Complex.sq_norm, Complex.normSq_apply]
    simp only [Complex.sub_re, Complex.sub_im, Complex.ofReal_re, Complex.ofReal_im]
    ring
  have h4 : ‖m‖ ^ 2 = m.re ^ 2 + m.im ^ 2 := by
    rw [Complex.sq_norm, Complex.normSq_apply]
    ring
  -- complete the square in the trial value
  rw [h, h2, h3, norm_smul, hx, mul_one, h4, variance, second_moment hT]
  ring
```

Setting `m` equal to the energy removes the second term.

```lean
/-- For a symmetric operator, the energy variance of a normalised state is its squared residual at
the energy. -/
theorem variance_eq_residual_sq {T : V →ₗ[ℂ] V} (hT : T.IsSymmetric) {x : V}
    (hx : ‖x‖ = 1) : variance T x = ‖T x - (energy T x : ℂ) • x‖ ^ 2 := by
  rw [residual_sq hT hx]
  simp
```

For any other `m` that term is positive. The squared residuals are then strictly ordered, and so are the norms.

```lean
/-- For a symmetric operator and a normalised state, every complex trial value other than the energy
gives a strictly larger residual norm than the energy does. -/
theorem residual_lt_of_ne_energy {T : V →ₗ[ℂ] V} (hT : T.IsSymmetric) {x : V}
    (hx : ‖x‖ = 1) {m : ℂ} (hm : m ≠ (energy T x : ℂ)) :
    ‖T x - (energy T x : ℂ) • x‖ < ‖T x - m • x‖ := by
  have hpos : 0 < ‖m - (energy T x : ℂ)‖ := norm_pos_iff.mpr (sub_ne_zero.mpr hm)
  have hsq : 0 < ‖m - (energy T x : ℂ)‖ ^ 2 := pow_pos hpos 2
  have h1 := residual_sq hT hx m
  have h2 := variance_eq_residual_sq hT hx
  exact lt_of_pow_lt_pow_left₀ 2 (norm_nonneg _) (by linarith)
```

## Zero variance characterises eigenvectors

`HasEigenvector` requires a nonzero vector, which normalisation supplies. The forward direction uses the energy as eigenvalue; the reverse applies the identity at the given μ.

```lean
/-- For a symmetric operator, the energy variance of a normalised state vanishes exactly when the
state is an eigenvector of the operator. -/
theorem variance_eq_zero_iff {T : V →ₗ[ℂ] V} (hT : T.IsSymmetric) {x : V}
    (hx : ‖x‖ = 1) :
    variance T x = 0 ↔ ∃ μ : ℂ, Module.End.HasEigenvector T μ x := by
  have hv := variance_eq_residual_sq hT hx
  constructor
  · intro h
    -- zero variance means zero residual at the energy
    have hn : ‖T x - (energy T x : ℂ) • x‖ = 0 := by
      rw [h] at hv
      exact pow_eq_zero_iff (two_ne_zero) |>.mp hv.symm
    have hx0 : x ≠ 0 := by
      intro h0
      rw [h0, norm_zero] at hx
      exact zero_ne_one hx
    exact ⟨(energy T x : ℂ),
      Module.End.mem_eigenspace_iff.mpr (sub_eq_zero.mp (norm_eq_zero.mp hn)), hx0⟩
  · rintro ⟨μ, hμ⟩
    -- the residual at the eigenvalue is zero, and it is a sum of two nonnegative terms
    have h1 := residual_sq hT hx μ
    have h2 : ‖T x - μ • x‖ ^ 2 = 0 := by
      rw [hμ.apply_eq_smul]
      simp
    have h3 : 0 ≤ variance T x := by
      rw [hv]
      positivity
    have h4 := sq_nonneg ‖μ - (energy T x : ℂ)‖
    linarith
```

For a normalised state, a symmetric T and exact arithmetic, a vanishing variance thus certifies an eigenstate of T, but not that it is the ground state. If T is a Hamiltonian projected onto a finite basis, as is common in electronic-structure calculations, the state need not be an eigenstate of the full Hamiltonian.

## Two levels in superposition

The last theorem assumes the two eigenvalue equations with real energies, and does not need T to be symmetric on the rest of the space. The statement `key` computes a population-weighted average; it is used once with the energies and once with their squares. The last line uses `hab`, the normalisation p + q = 1, to reach the product form.

```lean
/-- In a normalised superposition of two orthonormal eigenvectors with real eigenvalues the energy
variance is the product of the two populations and the squared difference of the two eigenvalues. -/
theorem variance_two_level {T : V →ₗ[ℂ] V} {u v : V} {E₁ E₂ : ℝ} {a b : ℂ}
    (hu : ‖u‖ = 1) (hv : ‖v‖ = 1) (huv : ⟪u, v⟫_ℂ = 0)
    (hTu : T u = (E₁ : ℂ) • u) (hTv : T v = (E₂ : ℂ) • v)
    (hab : ‖a‖ ^ 2 + ‖b‖ ^ 2 = 1) :
    variance T (a • u + b • v) = ‖a‖ ^ 2 * ‖b‖ ^ 2 * (E₁ - E₂) ^ 2 := by
  have huu : ⟪u, u⟫_ℂ = 1 := by
    rw [inner_self_eq_norm_sq_to_K, hu]
    simp
  have hvv : ⟪v, v⟫_ℂ = 1 := by
    rw [inner_self_eq_norm_sq_to_K, hv]
    simp
  have hvu : ⟪v, u⟫_ℂ = 0 := inner_eq_zero_symm.mp huv
  -- a moment is the average of its eigenvalues over the populations
  have key : ∀ c d : ℝ,
      (⟪a • u + b • v, ((c : ℂ) * a) • u + ((d : ℂ) * b) • v⟫_ℂ).re
        = c * ‖a‖ ^ 2 + d * ‖b‖ ^ 2 := by
    intro c d
    simp only [inner_add_left, inner_add_right, inner_smul_left, inner_smul_right,
      huu, hvv, huv, hvu, mul_one, mul_zero, add_zero, zero_add, Complex.add_re,
      Complex.mul_re, Complex.mul_im, Complex.conj_re, Complex.conj_im,
      Complex.ofReal_re, Complex.ofReal_im, Complex.sq_norm, Complex.normSq_apply]
    ring
  have h1 : T (a • u + b • v) = ((E₁ : ℂ) * a) • u + ((E₂ : ℂ) * b) • v := by
    rw [map_add, map_smul, map_smul, hTu, hTv]
    module
  have h2 : T (T (a • u + b • v))
      = (((E₁ ^ 2 : ℝ) : ℂ) * a) • u + (((E₂ ^ 2 : ℝ) : ℂ) * b) • v := by
    rw [h1, map_add, map_smul, map_smul, hTu, hTv]
    push_cast
    module
  unfold variance energy
  rw [h2, h1, key, key]
  linear_combination (-(E₁ ^ 2 * ‖a‖ ^ 2 + E₂ ^ 2 * ‖b‖ ^ 2)) * hab

end

end ResidualAndVariance
```

The variance vanishes here when one population is zero or the two energies coincide; in either case the superposition is itself an eigenvector.

```lean
#print axioms ResidualAndVariance.residual_lt_of_ne_energy
-- 'ResidualAndVariance.residual_lt_of_ne_energy' depends on axioms: [propext, Classical.choice, Quot.sound]
#print axioms ResidualAndVariance.variance_eq_zero_iff
-- 'ResidualAndVariance.variance_eq_zero_iff' depends on axioms: [propext, Classical.choice, Quot.sound]
#print axioms ResidualAndVariance.variance_two_level
-- 'ResidualAndVariance.variance_two_level' depends on axioms: [propext, Classical.choice, Quot.sound]
```
